# For U > 0, freezing the Hubbard potential never underestimates the Hubbard force constant

When an atom moves, the occupations of a localised shell change, and so does the Hubbard potential built from them. If that potential is held at its value in the reference geometry while the occupations follow the motion, how wrong is the curvature of the Hubbard energy? The question is answered here for a given path of the occupations, in the simplified rotationally invariant form of DFT+U, which has a single effective parameter $U$.

In Lean 4 with Mathlib:

```lean
import Mathlib

open Matrix Filter Topology

namespace FrozenHubbardForceConstant

noncomputable section

variable {m : Type*} [Fintype m]

/-- The matrix family `n` has the derivative `d` at `R`, entry by entry. -/
def HasMatDerivAt (n : ℝ → Matrix m m ℂ) (d : Matrix m m ℂ) (R : ℝ) : Prop :=
  ∀ i j, HasDerivAt (fun r => n r i j) (d i j) R

/-- The Hubbard correction `U tr(n - n²) / 2`, taken as a real part. -/
def hubbardEnergy (U : ℝ) (n : Matrix m m ℂ) : ℝ :=
  U / 2 * (trace (n - n * n)).re

/-- The energy `tr(V n)` of the occupations `n` in a given potential `V`,
taken as a real part. -/
def potentialEnergy (V n : Matrix m m ℂ) : ℝ :=
  (trace (V * n)).re

/-- The Hubbard potential `V = U (1/2 - n)`. -/
def hubbardPotential [DecidableEq m] (U : ℝ) (n : Matrix m m ℂ) : Matrix m m ℂ :=
  U • ((1 / 2 : ℝ) • (1 : Matrix m m ℂ) - n)

/-- The trace of a product of two Hermitian matrices is real. -/
theorem trace_mul_im_eq_zero {A B : Matrix m m ℂ} (hA : A.IsHermitian)
    (hB : B.IsHermitian) : (trace (A * B)).im = 0 := by
  have h : star (trace (A * B)) = trace (A * B) := by
    rw [← Matrix.trace_conjTranspose, Matrix.conjTranspose_mul, hA.eq, hB.eq,
      Matrix.trace_mul_comm]
  exact Complex.conj_eq_iff_im.mp h

/-- For a Hermitian matrix, `tr(A²)` is the sum of the squared moduli of its entries. -/
theorem trace_sq_eq_sum {A : Matrix m m ℂ} (hA : A.IsHermitian) :
    (trace (A * A)).re = ∑ i, ∑ j, Complex.normSq (A i j) := by
  simp only [Matrix.trace, Matrix.diag_apply, Matrix.mul_apply, Complex.re_sum]
  refine Finset.sum_congr rfl fun i _ => Finset.sum_congr rfl fun j _ => ?_
  rw [← hA.apply j i]
  simp [Complex.normSq_apply]

/-- Product rule for `Re tr(A B)` when both matrices are differentiable at `R`. -/
theorem hasDerivAt_trace_mul {A B : ℝ → Matrix m m ℂ} {A' B' : Matrix m m ℂ} {R : ℝ}
    (hA : HasMatDerivAt A A' R) (hB : HasMatDerivAt B B' R) :
    HasDerivAt (fun r => potentialEnergy (A r) (B r))
      (potentialEnergy A' (B R) + potentialEnergy (A R) B') R := by
  have h : HasDerivAt (fun r => ∑ i, ∑ j, A r i j * B r j i)
      (∑ i, ∑ j, (A' i j * B R j i + A R i j * B' j i)) R :=
    HasDerivAt.fun_sum fun i _ => HasDerivAt.fun_sum fun j _ => (hA i j).fun_mul (hB j i)
  have h2 := Complex.reCLM.hasFDerivAt.comp_hasDerivAt R h
  have e : (fun r => potentialEnergy (A r) (B r)) =
      fun r => Complex.reCLM (∑ i, ∑ j, A r i j * B r j i) := by
    funext r
    simp [potentialEnergy, Matrix.trace, Matrix.mul_apply]
  rw [e]
  exact h2.congr_deriv (by
    simp [potentialEnergy, Matrix.trace, Matrix.mul_apply, Finset.sum_add_distrib])

variable [DecidableEq m]

/-- If `n` is differentiable at `R`, with derivative `n'`, the Hubbard energy has the derivative
`Re tr(V n')` there, with the Hubbard potential `V` taken at the current occupations. -/
theorem hasDerivAt_hubbardEnergy (U : ℝ) {n : ℝ → Matrix m m ℂ} {d : Matrix m m ℂ} {R : ℝ}
    (h : HasMatDerivAt n d R) :
    HasDerivAt (fun r => hubbardEnergy U (n r))
      (potentialEnergy (hubbardPotential U (n R)) d) R := by
  have hA : HasMatDerivAt (fun r => 1 - n r) (-d) R :=
    fun i j => (h i j).const_sub ((1 : Matrix m m ℂ) i j)
  have h2 := (hasDerivAt_trace_mul hA h).const_mul (U / 2)
  have e : (fun r => hubbardEnergy U (n r)) =
      fun r => U / 2 * potentialEnergy (1 - n r) (n r) := by
    funext r
    simp only [hubbardEnergy, potentialEnergy, sub_mul, one_mul]
  rw [e]
  refine h2.congr_deriv ?_
  -- cyclicity of the trace merges the two terms that come from `n²`
  simp only [potentialEnergy, hubbardPotential, neg_mul, sub_mul, one_mul, smul_mul_assoc,
    Matrix.trace_sub, Matrix.trace_neg, Matrix.trace_smul, Matrix.trace_mul_comm d (n R),
    Complex.smul_re, Complex.sub_re, Complex.neg_re, smul_eq_mul]
  ring

/-- The second derivative of the Hubbard energy exists and is `Re tr(V n'') - U Re tr(n'²)`, if `n`
is differentiable near `R₀` and `n'` is differentiable at `R₀`. -/
theorem hasDerivAt_deriv_hubbardEnergy (U : ℝ) {n n' : ℝ → Matrix m m ℂ}
    {n'' : Matrix m m ℂ} {R₀ : ℝ} (h1 : ∀ᶠ r in 𝓝 R₀, HasMatDerivAt n (n' r) r)
    (h2 : HasMatDerivAt n' n'' R₀) :
    HasDerivAt (deriv fun r => hubbardEnergy U (n r))
      (potentialEnergy (hubbardPotential U (n R₀)) n''
        - U * (trace (n' R₀ * n' R₀)).re) R₀ := by
  have h0 : HasMatDerivAt n (n' R₀) R₀ := h1.self_of_nhds
  -- the potential itself responds to the displacement
  have hV : HasMatDerivAt (fun r => hubbardPotential U (n r)) (U • (-n' R₀)) R₀ :=
    fun i j => ((h0 i j).const_sub
      (((1 / 2 : ℝ) • (1 : Matrix m m ℂ)) i j)).const_smul U
  have h3 := (hasDerivAt_trace_mul hV h2).congr_of_eventuallyEq
    (h1.mono fun r hr => (hasDerivAt_hubbardEnergy U hr).deriv)
  refine h3.congr_deriv ?_
  simp only [potentialEnergy, smul_mul_assoc, neg_mul, Matrix.trace_smul, Matrix.trace_neg,
    Complex.smul_re, Complex.neg_re, smul_eq_mul]
  ring

omit [DecidableEq m] in
/-- In a fixed potential `V` the second derivative of `Re tr(V n)` exists and is `Re tr(V n'')`, if
`n` is differentiable near `R₀` and `n'` is differentiable at `R₀`. -/
theorem hasDerivAt_deriv_frozen (V : Matrix m m ℂ) {n n' : ℝ → Matrix m m ℂ}
    {n'' : Matrix m m ℂ} {R₀ : ℝ} (h1 : ∀ᶠ r in 𝓝 R₀, HasMatDerivAt n (n' r) r)
    (h2 : HasMatDerivAt n' n'' R₀) :
    HasDerivAt (deriv fun r => potentialEnergy V (n r)) (potentialEnergy V n'') R₀ := by
  have key : ∀ {f : ℝ → Matrix m m ℂ} {d : Matrix m m ℂ} {r : ℝ}, HasMatDerivAt f d r →
      HasDerivAt (fun s => potentialEnergy V (f s)) (potentialEnergy V d) r := by
    intro f d r hf
    have hc : HasMatDerivAt (fun _ => V) 0 r := fun i j => hasDerivAt_const r (V i j)
    exact (hasDerivAt_trace_mul hc hf).congr_deriv (by simp [potentialEnergy])
  exact (key h2).congr_of_eventuallyEq (h1.mono fun r hr => (key hr).deriv)

/-- The Hubbard force constant equals the one in the potential frozen at `R₀` minus
`U Re tr(n'(R₀)²)`, for occupations that are twice differentiable at `R₀`. -/
theorem hubbard_force_constant (U : ℝ) {n n' : ℝ → Matrix m m ℂ}
    {n'' : Matrix m m ℂ} {R₀ : ℝ} (h1 : ∀ᶠ r in 𝓝 R₀, HasMatDerivAt n (n' r) r)
    (h2 : HasMatDerivAt n' n'' R₀) :
    deriv (deriv fun r => hubbardEnergy U (n r)) R₀ =
      deriv (deriv fun r => potentialEnergy (hubbardPotential U (n R₀)) (n r)) R₀
        - U * (trace (n' R₀ * n' R₀)).re := by
  rw [(hasDerivAt_deriv_hubbardEnergy U h1 h2).deriv,
    (hasDerivAt_deriv_frozen _ h1 h2).deriv]

/-- For `U > 0` and Hermitian, twice differentiable occupations, freezing the Hubbard
potential never underestimates the force constant, and it is exact if and only if
`n'(R₀) = 0`. -/
theorem frozen_never_underestimates {U : ℝ} (hU : 0 < U) {n n' : ℝ → Matrix m m ℂ}
    {n'' : Matrix m m ℂ} {R₀ : ℝ} (hn : ∀ r, (n r).IsHermitian)
    (h1 : ∀ᶠ r in 𝓝 R₀, HasMatDerivAt n (n' r) r) (h2 : HasMatDerivAt n' n'' R₀) :
    deriv (deriv fun r => hubbardEnergy U (n r)) R₀ ≤
      deriv (deriv fun r => potentialEnergy (hubbardPotential U (n R₀)) (n r)) R₀ ∧
    (deriv (deriv fun r => hubbardEnergy U (n r)) R₀ =
      deriv (deriv fun r => potentialEnergy (hubbardPotential U (n R₀)) (n r)) R₀ ↔
        n' R₀ = 0) := by
  have h0 : HasMatDerivAt n (n' R₀) R₀ := h1.self_of_nhds
  -- the derivative of a Hermitian family is Hermitian
  have hH : (n' R₀).IsHermitian := by
    refine Matrix.IsHermitian.ext fun i j => ?_
    have e : (fun r => n r i j) = fun r => star (n r j i) :=
      funext fun r => ((hn r).apply i j).symm
    have hs : HasDerivAt (fun r => n r i j) (star (n' R₀ j i)) R₀ := by
      rw [e]
      exact (h0 j i).star
    exact hs.unique (h0 i j)
  have hin : ∀ i, 0 ≤ ∑ j, Complex.normSq (n' R₀ i j) :=
    fun i => Finset.sum_nonneg fun j _ => Complex.normSq_nonneg _
  have hS : 0 ≤ (trace (n' R₀ * n' R₀)).re := by
    rw [trace_sq_eq_sum hH]
    exact Finset.sum_nonneg fun i _ => hin i
  rw [hubbard_force_constant U h1 h2]
  refine ⟨by linarith [mul_nonneg hU.le hS], fun h => ?_, fun h => by simp [h]⟩
  have hz : (trace (n' R₀ * n' R₀)).re = 0 :=
    (mul_eq_zero.mp (by linarith : U * (trace (n' R₀ * n' R₀)).re = 0)).resolve_left hU.ne'
  rw [trace_sq_eq_sum hH, Finset.sum_eq_zero_iff_of_nonneg fun i _ => hin i] at hz
  ext i j
  have hi := (Finset.sum_eq_zero_iff_of_nonneg
    fun j _ => Complex.normSq_nonneg (n' R₀ i j)).mp (hz i (Finset.mem_univ i))
  exact Complex.normSq_eq_zero.mp (hi j (Finset.mem_univ j))

/-- Occupation matrix of one electron in the orbital `(cos θ, sin θ)` of a two-orbital
shell. -/
def rotatingOrbital (θ : ℝ) : Matrix (Fin 2) (Fin 2) ℂ :=
  !![((Real.cos θ ^ 2 : ℝ) : ℂ), ((Real.cos θ * Real.sin θ : ℝ) : ℂ);
    ((Real.cos θ * Real.sin θ : ℝ) : ℂ), ((Real.sin θ ^ 2 : ℝ) : ℂ)]

/-- For the rotating orbital the Hubbard energy vanishes at every angle, while the potential
frozen at `θ = 0` gives the force constant `2U`. -/
theorem rotatingOrbital_spurious_stiffness (U : ℝ) :
    (∀ θ, hubbardEnergy U (rotatingOrbital θ) = 0) ∧
    deriv (deriv fun θ => potentialEnergy (hubbardPotential U (rotatingOrbital 0))
      (rotatingOrbital θ)) 0 = 2 * U := by
  constructor
  · intro θ
    have key : (trace (rotatingOrbital θ - rotatingOrbital θ * rotatingOrbital θ)).re =
        (Real.sin θ ^ 2 + Real.cos θ ^ 2) - (Real.sin θ ^ 2 + Real.cos θ ^ 2) ^ 2 := by
      unfold rotatingOrbital
      generalize Real.cos θ = c
      generalize Real.sin θ = s
      simp [Matrix.trace_fin_two, pow_two]
      ring
    rw [hubbardEnergy, key, Real.sin_sq_add_cos_sq]
    norm_num
  · have e : (fun θ => potentialEnergy (hubbardPotential U (rotatingOrbital 0))
        (rotatingOrbital θ)) = fun θ => U / 2 * (Real.sin θ ^ 2 - Real.cos θ ^ 2) := by
      funext θ
      unfold potentialEnergy hubbardPotential rotatingOrbital
      rw [Real.cos_zero, Real.sin_zero]
      generalize Real.cos θ = c
      generalize Real.sin θ = s
      simp [Matrix.trace_fin_two, Matrix.mul_apply, Fin.sum_univ_two, pow_two]
      ring
    have d1 : (deriv fun θ => U / 2 * (Real.sin θ ^ 2 - Real.cos θ ^ 2)) =
        fun θ => 2 * U * (Real.sin θ * Real.cos θ) := by
      funext θ
      refine HasDerivAt.deriv (((((Real.hasDerivAt_sin θ).fun_pow 2).fun_sub
        ((Real.hasDerivAt_cos θ).fun_pow 2)).const_mul (U / 2)).congr_deriv ?_)
      norm_num
      ring
    rw [e, d1]
    refine HasDerivAt.deriv ((((Real.hasDerivAt_sin 0).fun_mul
      (Real.hasDerivAt_cos 0)).const_mul (2 * U)).congr_deriv ?_)
    simp

end

end FrozenHubbardForceConstant
```

```lean
#print axioms FrozenHubbardForceConstant.trace_mul_im_eq_zero
#print axioms FrozenHubbardForceConstant.frozen_never_underestimates
#print axioms FrozenHubbardForceConstant.rotatingOrbital_spurious_stiffness
```

```
'FrozenHubbardForceConstant.trace_mul_im_eq_zero' depends on axioms: [propext, Classical.choice, Quot.sound]
'FrozenHubbardForceConstant.frozen_never_underestimates' depends on axioms: [propext, Classical.choice, Quot.sound]
'FrozenHubbardForceConstant.rotatingOrbital_spurious_stiffness' depends on axioms: [propext, Classical.choice, Quot.sound]
```

## The energy and its frozen counterpart

Let $n(R)$ be the occupation matrix of one spin channel of the shell along one real coordinate $R$. The Hubbard correction of that channel (the contributions of the two spins are added) and its potential are

$$E(R)=\tfrac U2\,\mathrm{Re}\,\mathrm{tr}(n-n^2),\qquad V(n)=U\left(\tfrac12-n\right).$$

The constant $U$ stands for the effective on-site repulsion; when positive, it penalises fractional occupations. With $V_0=V(n(R_0))$ fixed, the frozen energy is $F(R)=\mathrm{Re}\,\mathrm{tr}(V_0\,n(R))$. In the code, $E$ is `hubbardEnergy`, $V$ is `hubbardPotential`, and $F$ is `potentialEnergy` with a constant first argument. For Hermitian matrices, taking real parts loses nothing, since `trace_mul_im_eq_zero` shows that the trace of a product of two of them is real.

## Two derivatives by hand

The product rule, `hasDerivAt_trace_mul`, follows from differentiating $\sum_{ij}A_{ij}B_{ji}$ term by term. Applied to $n-n^2=(1-n)n$, it gives

$$E'=\tfrac U2\,\mathrm{Re}\left[-\mathrm{tr}(n'n)+\mathrm{tr}((1-n)n')\right]=\mathrm{Re}\,\mathrm{tr}(V(n)\,n'),$$

where cyclicity of the trace merges the two terms from $n^2$. This is `hasDerivAt_hubbardEnergy`. At $R_0$ it equals $F'(R_0)$, so the frozen potential gives the correct force there.

The difference appears at the next order. Since $V(n(R))$ has derivative $-Un'$,

$$E''(R_0)=\mathrm{Re}\,\mathrm{tr}(V_0n'')-U\,\mathrm{Re}\,\mathrm{tr}(n'^2),\qquad F''(R_0)=\mathrm{Re}\,\mathrm{tr}(V_0n''),$$

with $n'$ and $n''$ taken at $R_0$. These are `hasDerivAt_deriv_hubbardEnergy` and `hasDerivAt_deriv_frozen`. In both proofs, `congr_of_eventuallyEq` replaces the first derivative by its formula, which holds throughout a neighbourhood of $R_0$, before differentiating again. Subtracting gives `hubbard_force_constant`:

$$E''(R_0)=F''(R_0)-U\,\mathrm{Re}\,\mathrm{tr}(n'(R_0)^2).$$

## The sign of the error

If $n$ is Hermitian, then $n_{ij}=\overline{n_{ji}}$ at every $R$. Differentiating both sides shows that $n'(R_0)$ is Hermitian too; the proof uses uniqueness of the derivative. Then, by `trace_sq_eq_sum`,

$$\mathrm{tr}(n'^2)=\sum_{ij}n'_{ij}n'_{ji}=\sum_{ij}|n'_{ij}|^2\ge 0.$$

For $U>0$ this yields $E''(R_0)\le F''(R_0)$. Equality forces a sum of non-negative terms to vanish, hence every entry of $n'(R_0)$; conversely, $n'(R_0)=0$ removes the correction. Both statements are in `frozen_never_underestimates`.

## What the hypotheses say

The index type `m` labels the orbitals, and may be any finite type. `HasMatDerivAt` means differentiability entry by entry. Hypothesis `h1` says that $n$ has derivative $n'$ near $R_0$, and `h2` that $n'$ has derivative $n''$ at $R_0$. The identity holds for every real $U$ and needs no Hermiticity; the inequality assumes `hU : 0 < U` and Hermitian $n$ at every $R$. The second derivatives are written as iterated `deriv`, which returns zero where no derivative exists, but the two `hasDerivAt_deriv` theorems establish existence here.

The path $n(R)$ is given, not obtained from a self-consistent calculation, and $U$ does not depend on $R$. The result therefore identifies the term that the Hubbard energy's curvature loses when the response of the Hubbard potential is omitted and the path of the occupations is left unchanged. In a self-consistent DFT+U phonon calculation, that omission can also alter the response of the occupations themselves, so the result does not fix the sign of the error in a complete force constant.

## One orbital, and one that rotates

For a single orbital, $n$ is a real number and

$$E''=U\left(\tfrac12-n\right)n''-Un'^2.$$

If the occupation changes linearly, the frozen curvature is zero while the true one is $-Un'^2$.

The file's example has one electron in the orbital $(\cos\theta,\sin\theta)$ of a two-orbital shell. Its occupation matrix is a projector, so $n^2=n$ and $E=0$ at every angle. The potential frozen at $\theta=0$ is $U\,\mathrm{diag}(-\tfrac12,\tfrac12)$, which gives

$$F(\theta)=\tfrac U2(\sin^2\theta-\cos^2\theta),\qquad F''(0)=2U.$$

For $U>0$, the frozen potential therefore resists a rotation that costs no Hubbard energy. The theorem `rotatingOrbital_spurious_stiffness` proves that $E=0$ from $\sin^2\theta+\cos^2\theta=1$, and obtains $F''(0)=2U$ by direct differentiation. The two results agree with the general formula, because $n'(0)$ has two off-diagonal entries equal to 1 and $\mathrm{tr}(n'(0)^2)=2$.
